# Scalar chirality of three moments: invariant under rotations, yet not a function of their inner products

Suppose the magnetic configuration of a noncollinear system is described by the pairwise inner products of its moments and nothing else. The description is invariant under a common rotation of the moments, but it gives the same numbers for three moments and for the same three moments all reversed. Any model built on it must then assign both configurations the same value, even for a quantity that changes sign between them. The scalar chirality is such a quantity, and it is just as rotation invariant as the inner products.

## The chirality as a determinant

Let \(m_0, m_1, m_2 \in \mathbb{R}^3\) be three moments of any length. Their scalar chirality and Gram matrix are

\[
\chi(m) = m_0\cdot(m_1\times m_2), \qquad G_{ij}(m) = m_i\cdot m_j .
\]

The claims are these: a common rotation of the moments changes neither \(\chi\) nor \(G\); \(\chi^2=\det G\); no function of \(G\) gives \(\chi\) for every triple; and if \(\chi(m)\neq 0\), then every triple with the same \(G\) and \(\chi\) arises from \(m\) by exactly one rotation.

Collect the moments as the columns of a matrix \(A\), the frame, with \(A_{ki}=(m_i)_k\). Write \(a, b, c\) for \(m_0, m_1, m_2\) and number their components from 0. Then

\[
\chi = a_0(b_1c_2-b_2c_1)+a_1(b_2c_0-b_0c_2)+a_2(b_0c_1-b_1c_0),
\]

which is the cofactor expansion of \(\det A\) along its first column. Also \((A^{T}A)_{ij}=\sum_k A_{ki}A_{kj}=m_i\cdot m_j\). Hence

\[
\chi=\det A,\qquad G=A^{T}A .
\]

**Rotations.** A matrix \(R\) applied to every moment turns the frame into \(RA\), so \(\chi\) becomes \(\det(RA)=\det R\,\chi\), and \(G\) becomes \(A^{T}R^{T}RA\). A rotation satisfies \(R^{T}R=1\) and \(\det R=1\), so both are unchanged.

**The square.** Taking determinants gives \(\det G=\det A^{T}\det A=\chi^2\). The inner products therefore fix the magnitude of the chirality and leave only its sign open.

**The sign.** Reversing all moments replaces \(A\) by \(-A\). The two signs cancel in \(A^{T}A\), while \(\det(-A)=(-1)^3\det A=-\det A\). Suppose that some function \(F\) satisfied \(\chi(m)=F(G(m))\) for every triple. The Cartesian triad has \(\chi=1\) and \(G=1\), the identity matrix; its reversal has \(\chi=-1\) and the same \(G\). Then \(F(1)\) would equal both \(1\) and \(-1\).

**The converse.** Let a second triple \(n\) have frame \(B\), with \(B^{T}B=A^{T}A\) and \(\det B=\det A\neq 0\). A matrix carrying each \(m_i\) to \(n_i\) must satisfy \(RA=B\), so the only candidate is \(R=BA^{-1}\). It is a rotation, because

\[
R^{T}R=(A^{-1})^{T}B^{T}B\,A^{-1}=(A^{-1})^{T}A^{T}A\,A^{-1}=(AA^{-1})^{T}(AA^{-1})=1,
\]

and \(\det R\,\det A=\det B=\det A\) gives \(\det R=1\).

## A triple with chirality 2

Take \(m_0=(0,1,1)\), \(m_1=(1,0,1)\), \(m_2=(1,1,0)\). Then \(m_1\times m_2=(-1,1,1)\) and \(\chi=2\). The Gram matrix is

\[
G=\begin{pmatrix}2&1&1\\1&2&1\\1&1&2\end{pmatrix},\qquad \det G=4=\chi^2 .
\]

A quarter turn about the \(z\) axis sends \((x,y,z)\) to \((-y,x,z)\) and yields \(n_0=(-1,0,1)\), \(n_1=(0,1,1)\), \(n_2=(-1,1,0)\). Here \(n_1\times n_2=(-1,-1,1)\), so the chirality is again 2, and all inner products are as before. Forming \(BA^{-1}\) from the two frames returns the quarter turn:

\[
\begin{pmatrix}-1&0&-1\\0&1&1\\1&1&0\end{pmatrix}\cdot
\frac12\begin{pmatrix}-1&1&1\\1&-1&1\\1&1&-1\end{pmatrix}
=\begin{pmatrix}0&-1&0\\1&0&0\\0&0&1\end{pmatrix}.
\]

## Collinear moments lose the uniqueness

The condition \(\chi(m)\neq0\) says that the moments do not lie in a common plane. Without it, uniqueness can fail: if \(m_0=m_1=m_2=(0,0,1)\) and \(n=m\), the Gram matrices and chiralities agree, but every rotation about the \(z\) axis carries \(m\) to \(n\).

The condition \(\det R=1\) matters as well. The matrix \(-1\) is orthogonal and preserves all inner products, but it reverses the sign of every non-zero chirality.

## Moments, frames and rotations in Lean

```lean
import Mathlib

open Matrix

namespace ScalarChirality

noncomputable section
```

A triple of moments is a function `m : Fin 3 → Fin 3 → ℝ`. The first index labels the moment and the second its Cartesian component, both running over 0, 1, 2. The moments are classical real vectors, not spin operators, and their lengths are unrestricted.

```lean
/-- The scalar chirality `a · (b × c)` of three magnetic moments. -/
def chirality (m : Fin 3 → Fin 3 → ℝ) : ℝ :=
  m 0 ⬝ᵥ crossProduct (m 1) (m 2)
```

The symbol `⬝ᵥ` is the dot product. The order of the moments is part of the definition, since exchanging two of them changes the sign.

```lean
/-- The Gram matrix of all pairwise inner products of the three moments. -/
def gram (m : Fin 3 → Fin 3 → ℝ) : Matrix (Fin 3) (Fin 3) ℝ :=
  Matrix.of fun i j => m i ⬝ᵥ m j
```

The diagonal of `gram m` holds the squared lengths, so a function of the Gram matrix may use those as well as the mutual angles.

```lean
/-- The matrix whose columns are the three moments. -/
def frame (m : Fin 3 → Fin 3 → ℝ) : Matrix (Fin 3) (Fin 3) ℝ :=
  Matrix.of fun k i => m i k
```

The frame has the component as row index `k` and the moment as column index `i`, as in \(A_{ki}\) above.

```lean
/-- A proper rotation of space: an orthogonal matrix of determinant one. -/
def IsRotation (R : Matrix (Fin 3) (Fin 3) ℝ) : Prop :=
  Rᵀ * R = 1 ∧ R.det = 1
```

`IsRotation` is membership of SO(3), written as two matrix equations. The rotation acts on the moments alone; atomic positions do not appear, so this is a rotation in spin space. Reversing all moments is what time reversal does to them.

```lean
/-- The rotation about the z axis by any angle `θ` is a proper rotation. -/
theorem isRotation_witness (θ : ℝ) :
    IsRotation !![Real.cos θ, -Real.sin θ, 0; Real.sin θ, Real.cos θ, 0; 0, 0, 1] := by
  constructor
  · ext i j
    fin_cases i <;> fin_cases j <;>
      simp [Matrix.mul_apply, Fin.sum_univ_three] <;>
      nlinarith [Real.sin_sq_add_cos_sq θ]
  · simp [Matrix.det_fin_three]
    nlinarith [Real.sin_sq_add_cos_sq θ]
```

This theorem supplies a rotation for every angle `θ`. Its proof checks the nine entries of \(R^{T}R\) one by one and then the determinant, using \(\sin^2\theta+\cos^2\theta=1\).

## From moments to matrix algebra

```lean
/-- A matrix carries each moment of one triple to the corresponding moment of another
exactly when it carries the one frame to the other. -/
theorem frame_eq_mul_iff (R : Matrix (Fin 3) (Fin 3) ℝ) (m n : Fin 3 → Fin 3 → ℝ) :
    frame n = R * frame m ↔ ∀ i, n i = R *ᵥ m i := by
  constructor
  · intro h i
    funext k
    exact congrFun (congrFun h k) i
  · intro h
    ext k i
    exact congrFun (h i) k
```

The notation `R *ᵥ m i` means the matrix `R` applied to moment `i`. The lemma states that \(B=RA\) holds exactly when \(n_i=Rm_i\) for every \(i\). Both directions compare the entry in row `k` and column `i`, where the two equations coincide by definition. It lets the later proofs pass between physical statements about moments and products of matrices.

```lean
/-- The Gram matrix is the transposed frame times the frame. -/
theorem gram_eq (m : Fin 3 → Fin 3 → ℝ) : gram m = (frame m)ᵀ * frame m := by
  ext i j
  simp [gram, frame, Matrix.mul_apply, dotProduct]

/-- The scalar chirality is the determinant of the frame. -/
theorem chirality_eq_det (m : Fin 3 → Fin 3 → ℝ) : chirality m = (frame m).det := by
  rw [Matrix.det_fin_three]
  simp [chirality, frame, cross_apply, dotProduct, Fin.sum_univ_three]
  ring
```

These are the identities \(G=A^{T}A\) and \(\chi=\det A\). The first follows by comparing entries. For the second, `Matrix.det_fin_three` expands the determinant, `simp` writes out the cross and dot products in components, and `ring` confirms that the two polynomials agree.

## Invariance and the square

```lean
/-- A linear map acting on all three moments multiplies the chirality by its determinant. -/
theorem chirality_mulVec (R : Matrix (Fin 3) (Fin 3) ℝ) (m : Fin 3 → Fin 3 → ℝ) :
    chirality (fun i => R *ᵥ m i) = R.det * chirality m := by
  have h : frame (fun i => R *ᵥ m i) = R * frame m :=
    (frame_eq_mul_iff R m _).2 fun _ => rfl
  rw [chirality_eq_det, h, Matrix.det_mul, chirality_eq_det]
```

The matrix `R` is arbitrary here and may be singular. The proof rewrites the new frame as `R * frame m` and uses the product rule for determinants.

```lean
/-- A common rotation of the three moments changes neither their pairwise inner products
nor their scalar chirality. -/
theorem rotation_invariance {R : Matrix (Fin 3) (Fin 3) ℝ} (hR : IsRotation R)
    (m : Fin 3 → Fin 3 → ℝ) :
    gram (fun i => R *ᵥ m i) = gram m ∧ chirality (fun i => R *ᵥ m i) = chirality m := by
  constructor
  · have h : frame (fun i => R *ᵥ m i) = R * frame m :=
      (frame_eq_mul_iff R m _).2 fun _ => rfl
    rw [gram_eq, gram_eq, h, Matrix.transpose_mul]
    calc (frame m)ᵀ * Rᵀ * (R * frame m)
        = (frame m)ᵀ * (Rᵀ * R) * frame m := by simp only [Matrix.mul_assoc]
      _ = (frame m)ᵀ * frame m := by rw [hR.1, Matrix.mul_one]
  · rw [chirality_mulVec, hR.2, one_mul]
```

The theorem asserts both invariances for every rotation and every triple, coplanar ones included. In the `calc` block the factors are regrouped so that `Rᵀ * R` stands in the middle, where `hR.1` replaces it by the identity. The chirality part uses the preceding lemma and `hR.2`, which is \(\det R=1\).

```lean
/-- The square of the scalar chirality is the determinant of the Gram matrix. -/
theorem chirality_sq (m : Fin 3 → Fin 3 → ℝ) : chirality m ^ 2 = (gram m).det := by
  rw [gram_eq, Matrix.det_mul, Matrix.det_transpose, chirality_eq_det, sq]
```

The square formula is the determinant of \(A^{T}A\), evaluated by the product rule and the invariance of the determinant under transposition.

## The sign that the inner products miss

```lean
/-- Reversing all three moments keeps every pairwise inner product and flips the sign
of the scalar chirality. -/
theorem reversal (m : Fin 3 → Fin 3 → ℝ) :
    gram (fun i => -m i) = gram m ∧ chirality (fun i => -m i) = -chirality m := by
  constructor
  · ext i j
    simp [gram]
  · rw [chirality_eq_det, chirality_eq_det, Matrix.det_fin_three, Matrix.det_fin_three]
    simp only [frame, Matrix.of_apply, Pi.neg_apply]
    ring
```

For the Gram matrix the two minus signs cancel in each entry. For the chirality both determinants are expanded, and `ring` collects the overall sign from the three reversed columns.

```lean
/-- No function of the pairwise inner products reproduces the scalar chirality of
every triple of moments. -/
theorem chirality_not_function_of_gram :
    ¬ ∃ F : Matrix (Fin 3) (Fin 3) ℝ → ℝ, ∀ m, chirality m = F (gram m) := by
  rintro ⟨F, hF⟩
  -- the Cartesian triad has chirality one
  have h1 : chirality ![![1, 0, 0], ![0, 1, 0], ![0, 0, 1]] = 1 := by
    rw [chirality_eq_det, Matrix.det_fin_three]
    simp [frame]
  -- its reversal has the same Gram matrix but chirality minus one
  obtain ⟨hg, hc⟩ := reversal ![![1, 0, 0], ![0, 1, 0], ![0, 0, 1]]
  rw [hF, hg, ← hF, h1] at hc
  norm_num at hc
```

The statement excludes every function `F` from real 3×3 matrices to real numbers, with no assumption of continuity or smoothness. What it rules out is a single `F` valid for all triples. On a restricted set such a function can exist: for coplanar triples the zero function works, and for triples with \(\chi\geq 0\) the square formula gives \(\chi=\sqrt{\det G}\).

The proof is the argument with the Cartesian triad. `h1` computes its chirality, and `reversal` supplies `hg` for the Gram matrices and `hc` for the chiralities. The chain of rewrites sends the reversed chirality through `F`, exchanges the Gram matrix for that of the original triad, and comes back, leaving \(1=-1\).

For noncollinear density functionals and spin models this means that, for three classical moments, a set of invariants made only of pairwise inner products cannot represent a term odd in the scalar chirality. Whether a given energy should contain such a term is a separate physical question. In the absence of a magnetic field or another quantity odd under time reversal, an energy symmetric under time reversal has no term linear in \(\chi\) alone.

## Recovering the rotation

```lean
/-- For a triple of moments with non-zero chirality, a second triple arises from it by exactly
one rotation if and only if the two share all pairwise inner products and the chirality. -/
theorem existsUnique_rotation_iff (m n : Fin 3 → Fin 3 → ℝ) (hm : chirality m ≠ 0) :
    (∃! R : Matrix (Fin 3) (Fin 3) ℝ, IsRotation R ∧ ∀ i, n i = R *ᵥ m i) ↔
      gram n = gram m ∧ chirality n = chirality m := by
  constructor
  · rintro ⟨R, ⟨hR, h⟩, -⟩
    have hn : n = fun i => R *ᵥ m i := funext h
    rw [hn]
    exact rotation_invariance hR m
  · rintro ⟨hg, hc⟩
    rw [gram_eq, gram_eq] at hg
    rw [chirality_eq_det, chirality_eq_det] at hc
    rw [chirality_eq_det] at hm
    have hu : IsUnit (frame m).det := isUnit_iff_ne_zero.mpr hm
    have hinv : frame m * (frame m)⁻¹ = 1 := Matrix.mul_nonsing_inv _ hu
    -- the candidate rotation carries the first frame to the second
    have hRA : frame n * (frame m)⁻¹ * frame m = frame n := by
      rw [Matrix.mul_assoc, Matrix.nonsing_inv_mul _ hu, Matrix.mul_one]
    refine ⟨frame n * (frame m)⁻¹, ⟨⟨?_, ?_⟩, ?_⟩, ?_⟩
    · -- equal Gram matrices make it orthogonal
      calc (frame n * (frame m)⁻¹)ᵀ * (frame n * (frame m)⁻¹)
          = ((frame m)⁻¹)ᵀ * ((frame n)ᵀ * frame n) * (frame m)⁻¹ := by
            rw [Matrix.transpose_mul]
            simp only [Matrix.mul_assoc]
        _ = (frame m * (frame m)⁻¹)ᵀ * (frame m * (frame m)⁻¹) := by
            rw [hg, Matrix.transpose_mul]
            simp only [Matrix.mul_assoc]
        _ = 1 := by rw [hinv, Matrix.transpose_one, Matrix.mul_one]
    · -- equal chiralities make it proper
      have hd := congrArg Matrix.det hRA
      rw [Matrix.det_mul, hc] at hd
      exact mul_right_cancel₀ hm (hd.trans (one_mul _).symm)
    · exact (frame_eq_mul_iff _ m n).1 hRA.symm
    · rintro S ⟨-, hS⟩
      rw [(frame_eq_mul_iff S m n).2 hS, Matrix.mul_assoc, hinv, Matrix.mul_one]

end

end ScalarChirality
```

The symbol `∃!` means that there is exactly one. The theorem says that, for a triple `m` with non-zero chirality, exactly one rotation carries it to `n` if and only if the two triples have equal Gram matrices and equal chiralities. Only `m` is assumed to be non-coplanar. By the square formula, equal Gram matrices already force the chiralities to agree up to sign, so the second condition selects one of two classes that are related by reversing all moments.

In the forward direction, `n` is replaced by the rotated `m`, and `rotation_invariance` finishes the argument. In the reverse direction, the three rewrites turn the hypotheses into statements about frames, and `hm` makes the frame of `m` invertible. The candidate is `frame n * (frame m)⁻¹`, the matrix \(BA^{-1}\) of the derivation by hand, and `hRA` records that it carries one frame to the other.

Four obligations remain:

- Orthogonality is the `calc` block, in which `hg` replaces \(B^{T}B\) by \(A^{T}A\).
- For the determinant, `hRA` gives \(\det R\,\det A=\det B\). The equality of chiralities turns the right side into \(\det A\), and this non-zero factor is cancelled.
- The action on the individual moments follows from `hRA` through `frame_eq_mul_iff`.
- For uniqueness, any competitor `S` satisfies \(B=SA\), and multiplication by \(A^{-1}\) from the right gives \(S=BA^{-1}\). This step uses only that `S` carries the moments correctly, not that it is a rotation.

```lean
#print axioms ScalarChirality.chirality_sq
-- 'ScalarChirality.chirality_sq' depends on axioms: [propext, Classical.choice, Quot.sound]
#print axioms ScalarChirality.chirality_not_function_of_gram
-- 'ScalarChirality.chirality_not_function_of_gram' depends on axioms: [propext, Classical.choice, Quot.sound]
#print axioms ScalarChirality.existsUnique_rotation_iff
-- 'ScalarChirality.existsUnique_rotation_iff' depends on axioms: [propext, Classical.choice, Quot.sound]
```
